# The Tonks–Girardeau wave function on a ring is the absolute value of a product of sines

The modulus of a complex solution of the Schrödinger equation is in general not a solution. For one particle on a ring, $e^{\mathrm i x}+2e^{-\mathrm i x}$ is an energy eigenfunction, but its modulus $\sqrt{5+4\cos 2x}$ is not. This threatens the usual formula for the ground state of impenetrable bosons in one dimension, which is the modulus of a free-fermion determinant.

For the momenta $0,\dots,N-1$ on a ring of circumference $2\pi$, the construction works. The modulus is the absolute value of a product of sines over pairs, and wherever no two particles coincide it solves the free Schrödinger equation with energy $N(N^2-1)/24$, in units $\hbar=m=1$.

## Fermionic determinant and bosonic modulus

The particle number $N$ is any natural number, and labels run from $0$ to $N-1$.

In Lean 4 with Mathlib:

```lean
import Mathlib

open Complex (I)
open scoped Topology

namespace TonksGirardeauRing

noncomputable section

variable {N : ℕ}
```

Row $a$ of the determinant carries a real momentum $k_a$ and column $j$ a position $x_j$:
$$D_k(x)=\det\big(e^{\mathrm i k_a x_j}\big).$$
The usual prefactor is left out.

```lean
/-- The Slater determinant (without normalisation) of plane waves with momenta `k a`,
for particles at positions `x j`. -/
def slater (k x : Fin N → ℝ) : ℂ :=
  Matrix.det (Matrix.of fun a j => Complex.exp (I * (k a : ℂ) * (x j : ℂ)))
```

The bosonic function is $\Psi(x)=|D_k(x)|$ with $k_a=a$. Dividing it by $\sqrt{N!\,(2\pi)^N}$ normalises it over one period in each coordinate.

```lean
/-- The Tonks-Girardeau wave function: the modulus of the Slater determinant with
momenta `0, 1, ..., N - 1` on a ring of circumference `2π`. -/
def bose (x : Fin N → ℝ) : ℝ := ‖slater (fun a => ((a : ℕ) : ℝ)) x‖
```

Its signed counterpart is $P(x)=\prod_{i<j}2\sin\frac{x_j-x_i}{2}$. `Finset.Ioi i` supplies the labels $j>i$.

```lean
/-- The signed product of `2 sin((x j - x i)/2)` over all pairs `i < j`. -/
def pairProduct (x : Fin N → ℝ) : ℝ :=
  ∏ i, ∏ j ∈ Finset.Ioi i, 2 * Real.sin ((x j - x i) / 2)
```

The Hamiltonian away from contact is $-\tfrac12\sum_j\partial_j^2$. `Function.update x j t` moves particle $j$ to $t$ and holds the others fixed.

```lean
/-- The kinetic energy operator, minus one half of the sum of the second partial
derivatives, in units with `ħ = m = 1`. -/
def kinetic (ψ : (Fin N → ℝ) → ℂ) (x : Fin N → ℝ) : ℂ :=
  -(1 / 2) * ∑ j, deriv (deriv fun t : ℝ => ψ (Function.update x j t)) (x j)
```

## From phases to sines

Taking out the mean phase gives
$$e^{\mathrm i t}-e^{\mathrm i s}=e^{\mathrm i(s+t)/2}\big(e^{\mathrm i(t-s)/2}-e^{-\mathrm i(t-s)/2}\big)=e^{\mathrm i(s+t)/2}\,2\mathrm i\sin\tfrac{t-s}{2}.$$
`h1` and `h2` are the two factorisations.

```lean
/-- The difference of two phases is their mean phase times `2i` times the sine of half the
difference of the angles. -/
theorem exp_sub_exp (s t : ℝ) :
    Complex.exp (I * t) - Complex.exp (I * s) =
      Complex.exp (I / 2 * (s + t)) * (2 * I * (Real.sin ((t - s) / 2) : ℂ)) := by
  have h1 : Complex.exp (I * t) =
      Complex.exp (I / 2 * (s + t)) * Complex.exp (((t : ℂ) - s) / 2 * I) := by
    rw [← Complex.exp_add]; congr 1; ring
  have h2 : Complex.exp (I * s) =
      Complex.exp (I / 2 * (s + t)) * Complex.exp (-(((t : ℂ) - s) / 2) * I) := by
    rw [← Complex.exp_add]; congr 1; ring
  rw [Complex.ofReal_sin, Complex.sin]
  push_cast
  linear_combination h1 - h2 - Complex.exp (I / 2 * (s + t)) *
    (Complex.exp (-(((t : ℂ) - s) / 2) * I) - Complex.exp (((t : ℂ) - s) / 2 * I)) * Complex.I_sq
```

Shift all momenta by a real $c$, so that $k_a=a+c$. Column $j$ gains the factor $e^{\mathrm i c x_j}$ (`hs`), and what remains is a Vandermonde determinant, $\prod_{i<j}(e^{\mathrm i x_j}-e^{\mathrm i x_i})$. Each particle belongs to $N-1$ pairs, so $\sum_{i<j}(x_i+x_j)=(N-1)\sum_j x_j$ (`hpair`). Applying the previous identity to every pair (`hv`) yields
$$D_k(x)=e^{\mathrm i\left(c+\frac{N-1}{2}\right)\sum_j x_j}\;\mathrm i^{N(N-1)/2}\,P(x).$$

```lean
/-- For equally spaced momenta `a + c` the Slater determinant is a centre-of-mass phase, times
one factor `i` per pair, times the signed sine product. -/
theorem slater_shift (c : ℝ) (x : Fin N → ℝ) :
    slater (fun a => ((a : ℕ) : ℝ) + c) x =
      Complex.exp (I * ((c : ℂ) + ((N : ℂ) - 1) / 2) * ∑ j, (x j : ℂ)) *
        ((∏ i : Fin N, ∏ _j ∈ Finset.Ioi i, I) * (pairProduct x : ℂ)) := by
  -- every particle belongs to `N - 1` pairs
  have hpair : ∑ i : Fin N, ∑ j ∈ Finset.Ioi i, ((x i : ℂ) + x j) =
      ((N : ℂ) - 1) * ∑ j, (x j : ℂ) := by
    have h : ∑ i : Fin N, ∑ j ∈ Finset.Ioi i, (x j : ℂ) =
        ∑ j : Fin N, ∑ _i ∈ Finset.Iio j, (x j : ℂ) := Finset.sum_comm' (by simp)
    simp only [Finset.sum_add_distrib]
    rw [h]
    simp only [Finset.sum_const, Fin.card_Ioi, Fin.card_Iio, nsmul_eq_mul]
    rw [← Finset.sum_add_distrib, Finset.mul_sum]
    refine Finset.sum_congr rfl fun i _ => ?_
    have hi : ((N - 1 - (i : ℕ) : ℕ) : ℂ) = (N : ℂ) - 1 - (i : ℕ) := by
      rw [Nat.sub_sub, Nat.cast_sub (by omega)]; push_cast; ring
    rw [hi]; ring
  have hv : (Matrix.vandermonde fun j => Complex.exp (I * (x j : ℂ))).det =
      Complex.exp (I / 2 * (((N : ℂ) - 1) * ∑ j, (x j : ℂ))) *
        ((∏ i : Fin N, ∏ _j ∈ Finset.Ioi i, I) * (pairProduct x : ℂ)) := by
    rw [Matrix.det_vandermonde, ← hpair]
    simp only [exp_sub_exp, pairProduct, Complex.ofReal_prod, Complex.ofReal_mul,
      Finset.mul_sum, Complex.exp_sum, ← Finset.prod_mul_distrib]
    refine Finset.prod_congr rfl fun i _ => Finset.prod_congr rfl fun j _ => ?_
    push_cast; ring
  have hc : Complex.exp (I * c * ∑ j, (x j : ℂ)) = ∏ j, Complex.exp (I * c * (x j : ℂ)) := by
    rw [Finset.mul_sum, Complex.exp_sum]
  -- the shift `c` multiplies each column by a phase
  have hs : slater (fun a => ((a : ℕ) : ℝ) + c) x = (∏ j, Complex.exp (I * c * (x j : ℂ))) *
      (Matrix.vandermonde fun j => Complex.exp (I * (x j : ℂ))).det := by
    unfold slater
    rw [← Matrix.det_mul_column]
    refine (Matrix.det_transpose _).symm.trans (congrArg Matrix.det ?_)
    ext j a
    simp only [Matrix.transpose_apply, Matrix.of_apply, Matrix.vandermonde_apply]
    rw [← Complex.exp_nat_mul, ← Complex.exp_add]
    congr 1; push_cast; ring
  have he : Complex.exp (I * ((c : ℂ) + ((N : ℂ) - 1) / 2) * ∑ j, (x j : ℂ)) =
      Complex.exp (I * c * ∑ j, (x j : ℂ)) *
        Complex.exp (I / 2 * (((N : ℂ) - 1) * ∑ j, (x j : ℂ))) := by
    rw [← Complex.exp_add]; congr 1; ring
  rw [hs, ← hc, hv, he]; ring
```

At $c=0$ both prefactors have modulus one, hence
$$\Psi(x)=\prod_{i<j}2\left|\sin\tfrac{x_j-x_i}{2}\right|.$$
For $N\le 1$ the product is empty and $\Psi=1$.

```lean
/-- The Tonks-Girardeau wave function is the product of `2 |sin((x j - x i)/2)|` over all
pairs of particles. -/
theorem bose_eq (x : Fin N → ℝ) :
    bose x = ∏ i, ∏ j ∈ Finset.Ioi i, 2 * |Real.sin ((x j - x i) / 2)| := by
  have h := slater_shift 0 x
  simp only [add_zero] at h
  have hphase : ‖Complex.exp (I * (((0 : ℝ) : ℂ) + ((N : ℂ) - 1) / 2) * ∑ j, (x j : ℂ))‖ = 1 := by
    rw [show I * (((0 : ℝ) : ℂ) + ((N : ℂ) - 1) / 2) * ∑ j, (x j : ℂ) =
      ((((N : ℝ) - 1) / 2 * ∑ j, x j : ℝ) : ℂ) * I by push_cast; ring]
    exact Complex.norm_exp_ofReal_mul_I _
  rw [bose, h, norm_mul, norm_mul, hphase]
  simp only [norm_prod, Complex.norm_I, Finset.prod_const_one, one_mul, Complex.norm_real,
    Real.norm_eq_abs, pairProduct, abs_mul, abs_two]
```

## Symmetry, periodicity and contact

Permuting the particles permutes the columns, which multiplies the determinant by $\pm1$. The modulus is unchanged.

```lean
/-- The Tonks-Girardeau wave function is unchanged by any permutation of the particles. -/
theorem bose_symm (σ : Equiv.Perm (Fin N)) (x : Fin N → ℝ) : bose (x ∘ σ) = bose x := by
  have h := Matrix.det_permute' σ
    (Matrix.of fun a j : Fin N => Complex.exp (I * (((a : ℕ) : ℝ) : ℂ) * (x j : ℂ)))
  have h1 : bose (x ∘ σ) = ‖((Matrix.of fun a j : Fin N =>
      Complex.exp (I * (((a : ℕ) : ℝ) : ℂ) * (x j : ℂ))).submatrix id σ).det‖ := rfl
  rw [h1, h, norm_mul]
  rcases Int.units_eq_one_or (Equiv.Perm.sign σ) with hs | hs <;> simp [hs, bose, slater]
```

Since $a$ is an integer, $e^{\mathrm i a(x_j+2\pi)}=e^{\mathrm i a x_j}$, so $\Psi$ is single-valued on the ring.

```lean
/-- Carrying one particle once around the ring leaves the Tonks-Girardeau wave function
unchanged. -/
theorem bose_periodic (x : Fin N → ℝ) (j : Fin N) :
    bose (Function.update x j (x j + 2 * Real.pi)) = bose x := by
  refine congrArg (fun M : Matrix (Fin N) (Fin N) ℂ => ‖M.det‖) ?_
  ext a i
  simp only [Matrix.of_apply]
  by_cases h : i = j
  · subst h
    rw [Function.update_self]
    exact Complex.exp_eq_exp_iff_exists_int.2 ⟨((a : ℕ) : ℤ), by push_cast; ring⟩
  · rw [Function.update_of_ne h]
```

The product vanishes exactly when one factor does, and $\sin\frac{x_j-x_i}{2}=0$ means that $x_i-x_j$ is a multiple of $2\pi$. The two cases at the end of the proof put the pair in increasing order.

```lean
/-- The Tonks-Girardeau wave function vanishes exactly when two different particles sit at
the same point of the ring. -/
theorem bose_eq_zero_iff (x : Fin N → ℝ) :
    bose x = 0 ↔ ∃ i j, i ≠ j ∧ ∃ n : ℤ, x i - x j = 2 * Real.pi * n := by
  rw [bose_eq]
  simp only [Finset.prod_eq_zero_iff, Finset.mem_univ, true_and, Finset.mem_Ioi, mul_eq_zero,
    abs_eq_zero, Real.sin_eq_zero_iff]
  constructor
  · rintro ⟨i, j, hij, h | ⟨n, hn⟩⟩
    · norm_num at h
    · exact ⟨j, i, hij.ne', n, by linear_combination -2 * hn⟩
  · rintro ⟨i, j, hij, n, h⟩
    rcases lt_or_gt_of_ne hij with hl | hl
    · exact ⟨i, j, hl, Or.inr ⟨-n, by push_cast; linear_combination h / 2⟩⟩
    · exact ⟨j, i, hl, Or.inr ⟨n, by linear_combination -h / 2⟩⟩
```

## The Schrödinger equation

For a finite sum of plane waves with amplitudes $C_s$, wave numbers $q_s$ and origin $b$,
$$\frac{d}{dt}\sum_s C_s e^{\mathrm i q_s(t-b)}=\sum_s \mathrm i q_s C_s e^{\mathrm i q_s(t-b)}.$$

```lean
/-- Differentiating a finite superposition of plane waves multiplies each amplitude by `i`
times its momentum. -/
theorem deriv_waves {ι : Type*} [Fintype ι] (C q : ι → ℂ) (b : ℝ) :
    deriv (fun t : ℝ => ∑ s, C s * Complex.exp (I * q s * ((t : ℂ) - b))) =
      fun t : ℝ => ∑ s, (C s * (I * q s)) * Complex.exp (I * q s * ((t : ℂ) - b)) := by
  funext t
  apply HasDerivAt.deriv
  apply HasDerivAt.fun_sum
  intro s _
  have h : HasDerivAt (fun t : ℝ => I * q s * ((t : ℂ) - b)) (I * q s) t :=
    (((hasDerivAt_id t).ofReal_comp.sub_const (b : ℂ)).const_mul (I * q s)).congr_deriv (by simp)
  exact (h.cexp.const_mul (C s)).congr_deriv (by ring)
```

Expand the determinant over permutations: $D_k=\sum_\sigma C_\sigma$ with $C_\sigma=\operatorname{sgn}(\sigma)\prod_j e^{\mathrm i k_{\sigma(j)}x_j}$. Moving particle $j$ to $t$ multiplies $C_\sigma$ by $e^{\mathrm i k_{\sigma(j)}(t-x_j)}$ (`hC`). Two derivatives at $t=x_j$ give $-k_{\sigma(j)}^2C_\sigma$ (`hj`). Summed over $j$, the squares no longer depend on $\sigma$ (`hperm`), so
$$-\tfrac12\sum_j\partial_j^2D_k=\Big(\tfrac12\sum_a k_a^2\Big)D_k.$$

```lean
/-- Every Slater determinant of plane waves satisfies the kinetic-energy eigenvalue equation, with
energy the sum of `k²/2` over its momenta. -/
theorem kinetic_slater (k x : Fin N → ℝ) :
    kinetic (slater k) x = (∑ a, (k a : ℂ) ^ 2) / 2 * slater k x := by
  -- as a function of one coordinate, the determinant is a superposition of plane waves
  obtain ⟨C, h0, hC⟩ : ∃ C : Equiv.Perm (Fin N) → ℂ, slater k x = ∑ σ, C σ ∧
      ∀ (j : Fin N) (t : ℝ), slater k (Function.update x j t) =
        ∑ σ, C σ * Complex.exp (I * (k (σ j) : ℂ) * ((t : ℂ) - x j)) := by
    refine ⟨fun σ => ((Equiv.Perm.sign σ : ℤ) : ℂ) *
      ∏ i, Complex.exp (I * (k (σ i) : ℂ) * (x i : ℂ)), ?_, fun j t => ?_⟩
    · rw [slater, Matrix.det_apply']
      simp only [Matrix.of_apply]
    · rw [slater, Matrix.det_apply']
      refine Finset.sum_congr rfl fun σ _ => ?_
      have hu : ∀ i, ((Function.update x j t i : ℝ) : ℂ) =
          x i + if i = j then (t : ℂ) - x j else 0 := by
        intro i
        by_cases h : i = j
        · subst h; simp
        · simp [h]
      rw [mul_assoc]
      congr 1
      simp only [Matrix.of_apply]
      rw [← Complex.exp_sum, ← Complex.exp_sum, ← Complex.exp_add]
      congr 1
      simp only [hu, mul_add, Finset.sum_add_distrib, mul_ite, mul_zero, Finset.sum_ite_eq',
        Finset.mem_univ, if_true]
  have hj : ∀ j, deriv (deriv fun t : ℝ => slater k (Function.update x j t)) (x j) =
      ∑ σ, C σ * (-(k (σ j) : ℂ) ^ 2) := by
    intro j
    simp only [hC]
    rw [deriv_waves, deriv_waves]
    simp only [sub_self, mul_zero, Complex.exp_zero, mul_one]
    refine Finset.sum_congr rfl fun σ _ => ?_
    linear_combination C σ * (k (σ j) : ℂ) ^ 2 * Complex.I_sq
  -- a permutation does not change the sum of the squared momenta
  have hperm : ∀ σ : Equiv.Perm (Fin N),
      ∑ j, (-(k (σ j) : ℂ) ^ 2) = -∑ a, (k a : ℂ) ^ 2 := by
    intro σ
    rw [Finset.sum_neg_distrib, Equiv.sum_comp σ (fun a => (k a : ℂ) ^ 2)]
  unfold kinetic
  simp only [hj]
  rw [Finset.sum_comm, h0]
  simp only [← Finset.mul_sum, hperm, ← Finset.sum_mul]
  ring
```

Now choose $c=-\frac{N-1}{2}$, that is, $q_a=a-\frac{N-1}{2}$. The centre-of-mass phase disappears and $D_q=wP$ with the constant $w=\mathrm i^{N(N-1)/2}$. The hypothesis `hx` says that no two particles coincide on the ring, so $P(x)\ne0$. By continuity $P$ keeps its sign near $x$, and there $\Psi=|P|=\pm w^{-1}D_q$ (`hc`, where `c` stands for the factor $\pm w^{-1}$ and no longer for the shift). Derivatives are local, so $\Psi$ inherits the equation, with energy
$$\frac12\sum_a q_a^2=\frac12\left[\frac{N(N-1)(2N-1)}{6}-\frac{N(N-1)^2}{4}\right]=\frac{N(N^2-1)}{24}.$$
For even $N$ the $q_a$ are half-integers and $D_q$ changes sign around the ring, but $\Psi$ does not.

```lean
/-- Where no two particles coincide on the ring, the Tonks-Girardeau wave function solves the
free Schrödinger equation with energy `N (N² - 1) / 24`. -/
theorem bose_schrodinger (x : Fin N → ℝ)
    (hx : ∀ i j, i ≠ j → ∀ n : ℤ, x i - x j ≠ 2 * Real.pi * n) :
    kinetic (fun y => (bose y : ℂ)) x = (N : ℂ) * ((N : ℂ) ^ 2 - 1) / 24 * (bose x : ℂ) := by
  have hb : ∀ y : Fin N → ℝ, bose y = |pairProduct y| := by
    intro y
    rw [bose_eq]
    simp only [pairProduct, Finset.abs_prod, abs_mul, abs_two]
  have hP : pairProduct x ≠ 0 := by
    intro h
    obtain ⟨i, j, hij, n, hn⟩ := (bose_eq_zero_iff x).1 (by rw [hb, h, abs_zero])
    exact hx i j hij n hn
  -- momenta centred at zero remove the centre-of-mass phase
  obtain ⟨q, hqdef⟩ : ∃ q : Fin N → ℝ,
      q = fun a : Fin N => ((a : ℕ) : ℝ) + -(((N : ℝ) - 1) / 2) := ⟨_, rfl⟩
  obtain ⟨w, hw, hq⟩ : ∃ w : ℂ, w ≠ 0 ∧ ∀ y, slater q y = w * (pairProduct y : ℂ) := by
    refine ⟨∏ i : Fin N, ∏ _j ∈ Finset.Ioi i, I, Finset.prod_ne_zero_iff.2 fun i _ =>
      Finset.prod_ne_zero_iff.2 fun j _ => Complex.I_ne_zero, fun y => ?_⟩
    have h0 : ((-(((N : ℝ) - 1) / 2) : ℝ) : ℂ) + ((N : ℂ) - 1) / 2 = 0 := by push_cast; ring
    rw [hqdef, slater_shift, h0, mul_zero, zero_mul, Complex.exp_zero, one_mul]
  have hcont : Continuous (pairProduct (N := N)) :=
    continuous_finsetProd _ fun i _ => continuous_finsetProd _ fun j _ => by fun_prop
  -- away from contact the sign of the sine product is locally constant
  obtain ⟨c, hc⟩ : ∃ c : ℂ, ∀ᶠ y in 𝓝 x, (bose y : ℂ) = c * slater q y := by
    rcases lt_or_gt_of_ne hP with h | h
    · refine ⟨-w⁻¹, ?_⟩
      filter_upwards [hcont.continuousAt.preimage_mem_nhds (Iio_mem_nhds h)] with y hy
      have hy' : pairProduct y < 0 := hy
      rw [hb, hq, abs_of_neg hy', Complex.ofReal_neg, neg_mul, inv_mul_cancel_left₀ hw]
    · refine ⟨w⁻¹, ?_⟩
      filter_upwards [hcont.continuousAt.preimage_mem_nhds (Ioi_mem_nhds h)] with y hy
      have hy' : 0 < pairProduct y := hy
      rw [hb, hq, abs_of_pos hy', inv_mul_cancel_left₀ hw]
  have hd : ∀ j, deriv (deriv fun t : ℝ => (bose (Function.update x j t) : ℂ)) (x j) =
      c * deriv (deriv fun t : ℝ => slater q (Function.update x j t)) (x j) := by
    intro j
    have ht := (continuous_const.update j continuous_id :
      Continuous fun t : ℝ => Function.update x j t).tendsto (x j)
    simp only [Function.update_eq_self] at ht
    have he : (fun t : ℝ => (bose (Function.update x j t) : ℂ)) =ᶠ[𝓝 (x j)]
        fun t => c * slater q (Function.update x j t) := ht.eventually hc
    have h1 : deriv (fun t : ℝ => c * slater q (Function.update x j t)) =
        fun t => c * deriv (fun t : ℝ => slater q (Function.update x j t)) t :=
      funext fun t => deriv_const_mul_field c
    rw [he.deriv.deriv_eq, h1]
    exact deriv_const_mul_field c
  -- the sum of the squared momenta
  have hsum : ∀ (M : ℕ) (d : ℂ), ∑ a ∈ Finset.range M, ((a : ℂ) + d) ^ 2 =
      (M : ℂ) * (M - 1) * (2 * M - 1) / 6 + d * M * (M - 1) + M * d ^ 2 := by
    intro M d
    induction M with
    | zero => simp
    | succ M ih => rw [Finset.sum_range_succ, ih]; push_cast; ring
  have hE : (∑ a, (q a : ℂ) ^ 2) / 2 = (N : ℂ) * ((N : ℂ) ^ 2 - 1) / 24 := by
    simp only [hqdef]
    push_cast
    rw [Fin.sum_univ_eq_sum_range (fun a : ℕ => ((a : ℂ) + -(((N : ℂ) - 1) / 2)) ^ 2) N, hsum]
    ring
  have hk := kinetic_slater q x
  unfold kinetic at hk ⊢
  simp only [hd, ← Finset.mul_sum]
  rw [hc.self_of_nhds]
  linear_combination c * hk + c * slater q x * hE

end

end TonksGirardeauRing
```

```lean
#print axioms TonksGirardeauRing.bose_symm
#print axioms TonksGirardeauRing.bose_periodic
#print axioms TonksGirardeauRing.bose_schrodinger
```

```
'TonksGirardeauRing.bose_symm' depends on axioms: [propext, Classical.choice, Quot.sound]
'TonksGirardeauRing.bose_periodic' depends on axioms: [propext, Classical.choice, Quot.sound]
'TonksGirardeauRing.bose_schrodinger' depends on axioms: [propext, Classical.choice, Quot.sound]
```

## Three equally spaced particles

Take $x=(0,\,2\pi/3,\,4\pi/3)$. Each pair contributes $2\cdot\frac{\sqrt3}{2}=\sqrt3$, so $\Psi=3\sqrt3\approx5.196$, or about $0.135$ after normalisation. Directly, with $\omega=e^{2\pi\mathrm i/3}$, the determinant is $3(\omega^2-\omega)=-3\sqrt3\,\mathrm i$, which has the same modulus. The centred momenta $-1,0,1$ give energy $1=3\cdot8/24$.

## Reach of the model

The model idealises a strongly repulsive one-dimensional gas: the contact repulsion is taken to be infinitely strong and is replaced by the condition that the wave function vanish at contact. This limit is assumed here, not derived. That $\Psi$ is the ground state would need a separate argument. For finitely many such bosons on a ring without an external potential, $\Psi$ can serve as a reference wave function in simulations of strongly repulsive gases.
